# Four invariant spaces, of dimensions n+1, n, n and n, for a rigid asymmetric top with J = 2n

Q: A water molecule, treated as a rigid body, has three different moments of inertia. The projection $k$ of its angular momentum on a body-fixed axis is then not conserved, and at angular momentum $J$ I face a matrix of size $2J+1$. I'm told it splits into four blocks. What symmetry does that, and does your Lean file contain it?

A: Two symmetries of the rotational energy do it, whether or not the molecule itself has them: half-turns about two principal axes of inertia, $a$ and $b$. With $a$ as the quantisation axis, the first multiplies $|J,k\rangle$ by $(-1)^k$, and the second sends $k$ to $-k$, up to a sign common to the whole level. The file works with amplitudes $v(k)$. `Idx J` is the set of integers from $-J$ to $J$, and `mirror` is $k\mapsto-k$.

```lean
import Mathlib

open Matrix

noncomputable section

namespace WangFactorization

/-- The body-fixed projections `k = -J, ..., J` of a rotor with angular momentum `J`. -/
abbrev Idx (J : ℕ) := {k : ℤ // k ∈ Finset.Icc (-(J : ℤ)) (J : ℤ)}

variable {J : ℕ}

/-- Reflection of the projection, `k ↦ -k`. -/
def mirror (k : Idx J) : Idx J :=
  ⟨-k.1, by
    have h := Finset.mem_Icc.1 k.2
    exact Finset.mem_Icc.2 ⟨by omega, by omega⟩⟩

/-- Reflecting the projection twice gives it back. -/
theorem mirror_mirror : Function.Involutive (mirror (J := J)) :=
  fun k => Subtype.ext (neg_neg k.1)
```

Q: Where are the four blocks?

A: They are `wangSpace J p s`, with $p=0$ for even $k$, $p=1$ for odd $k$ (negative ones included), and $s=\pm1$ in $v(-k)=s\,v(k)$. Normalised basis vectors are $(e_k+s\,e_{-k})/\sqrt2$ for $k>0$ of parity $p$, and $e_0$ alone for $p=0$, $s=1$; here $e_k$ has amplitude 1 at $k$ and 0 elsewhere.

```lean
/-- Amplitudes supported on `k` with `k % 2 = p` and obeying `v (-k) = s * v k`. -/
def wangSpace (J : ℕ) (p : ℤ) (s : ℂ) : Submodule ℂ (Idx J → ℂ) where
  carrier := {v | (∀ k, k.1 % 2 ≠ p → v k = 0) ∧ ∀ k, v (mirror k) = s * v k}
  add_mem' := by
    rintro v w ⟨hv, hv'⟩ ⟨hw, hw'⟩
    exact ⟨fun k hk => by simp [hv k hk, hw k hk], fun k => by simp [hv', hw', mul_add]⟩
  zero_mem' := ⟨fun _ _ => rfl, fun _ => by simp⟩
  smul_mem' := by
    rintro c v ⟨hv, hv'⟩
    refine ⟨fun k hk => by simp [hv k hk], fun k => ?_⟩
    change c * v (mirror k) = s * (c * v k)
    rw [hv']
    ring
```

The condition on the Hamiltonian is $H(-k,-l)=H(k,l)$, with $H(k,l)=0$ for odd $k-l$. Hermiticity isn't needed.

```lean
/-- `H` is unchanged when both projections are reflected, and does not couple
projections that differ by an odd number. -/
def WangSymmetric (H : Matrix (Idx J) (Idx J) ℂ) : Prop :=
  (∀ k l, H (mirror k) (mirror l) = H k l) ∧ ∀ k l, (k.1 - l.1) % 2 ≠ 0 → H k l = 0
```

Q: Show me that $H$ stays inside a block.

A: Take $v$ in the space with labels $p,s$. Replacing the summation index $l$ by $-l$ gives

$$(Hv)(-k)=\sum_l H(-k,-l)\,v(-l)=s\sum_l H(k,l)\,v(l)=s\,(Hv)(k).$$

If $k$ has the wrong parity, every term of $\sum_l H(k,l)v(l)$ vanishes: either $l$ also has the wrong parity and $v(l)=0$, or $k-l$ is odd and $H(k,l)=0$. The proof makes the same two moves; `Equiv.sum_comp` is the change of index.

```lean
/-- A Hamiltonian with both symmetries maps each space of fixed parity and
reflection sign into itself. -/
theorem mulVec_mem {H : Matrix (Idx J) (Idx J) ℂ} (hH : WangSymmetric H) (p : ℤ) (s : ℂ)
    {v : Idx J → ℂ} (hv : v ∈ wangSpace J p s) : H *ᵥ v ∈ wangSpace J p s := by
  obtain ⟨h1, h2⟩ := hv
  refine ⟨fun k hk => ?_, fun k => ?_⟩
  · change ∑ l, H k l * v l = 0
    refine Finset.sum_eq_zero fun l _ => ?_
    by_cases hl : l.1 % 2 = p
    · rw [hH.2 k l (by omega), zero_mul]
    · rw [h1 l hl, mul_zero]
  · change ∑ l, H (mirror k) l * v l = s * ∑ l, H k l * v l
    rw [Finset.mul_sum]
    -- sum over reflected projections instead
    refine (Equiv.sum_comp mirror_mirror.toPerm
      (fun l => H (mirror k) l * v l)).symm.trans (Finset.sum_congr rfl fun l _ => ?_)
    change H (mirror k) (mirror l) * v (mirror l) = s * (H k l * v l)
    rw [hH.1, h2]
    ring
```

Q: And the dimensions?

A: Count the free amplitudes at $k\ge0$; reflection fixes the rest.

- Even, $+$: $k=0,2,\dots$ gives $\lfloor J/2\rfloor+1$.
- Even, $-$: $v(0)=-v(0)$ forces $v(0)=0$, so $k=2,4,\dots$ gives $\lfloor J/2\rfloor$.
- Odd, either sign: $k=1,3,\dots$ gives $\lfloor (J+1)/2\rfloor$.

`finrank_of_ladder` turns the count into a linear bijection `φ`, which reads off the amplitudes at $c,c+2,\dots$, where the integer $c$ is the starting value of $k$ in the count above. It is injective because those amplitudes determine $v$, and surjective because any choice of them extends by reflection.

```lean
/-- Let `s` be `1` or `-1`, with `s = 1` if `c = 0`, and let `c` have parity `p`. If every vector of
the space vanishes at all `k` with `|k| < c`, the dimension of the space is the number `m` of
projections `c, c + 2, ...` up to `J`. -/
theorem finrank_of_ladder {m c : ℕ} {p : ℤ} {s : ℂ} (hs : s * s = 1)
    (hp : (c : ℤ) % 2 = p) (hm : ∀ i, i < m ↔ 2 * i + c ≤ J) (h0 : c = 0 → s = 1)
    (hz : ∀ v ∈ wangSpace J p s, ∀ k : Idx J, k.1.natAbs < c → v k = 0) :
    Module.finrank ℂ (wangSpace J p s) = m := by
  let idx : Fin m → Idx J := fun i => ⟨2 * (i.1 : ℤ) + c, by
    have := (hm i.1).1 i.2
    exact Finset.mem_Icc.2 ⟨by omega, by omega⟩⟩
  let φ : wangSpace J p s →ₗ[ℂ] (Fin m → ℂ) :=
    (LinearMap.funLeft ℂ ℂ idx).comp (wangSpace J p s).subtype
  -- the amplitudes on the ladder determine the vector
  have inj : Function.Injective φ := by
    refine (injective_iff_map_eq_zero φ).2 fun v hv => ?_
    obtain ⟨h1, h2⟩ := v.2
    have hpos : ∀ k : Idx J, 0 ≤ k.1 → v.1 k = 0 := by
      intro k hk
      have hb := Finset.mem_Icc.1 k.2
      by_cases hkp : k.1 % 2 = p
      · by_cases hc : k.1.natAbs < c
        · exact hz v.1 v.2 k hc
        · have hi : (k.1.natAbs - c) / 2 < m := (hm _).2 (by omega)
          have e : idx ⟨_, hi⟩ = k := Subtype.ext (by
            change 2 * (((k.1.natAbs - c) / 2 : ℕ) : ℤ) + c = k.1
            omega)
          have h : v.1 (idx ⟨_, hi⟩) = 0 := congrFun hv ⟨_, hi⟩
          rwa [e] at h
      · exact h1 k hkp
    refine Subtype.ext (funext fun k => ?_)
    change v.1 k = 0
    rcases le_total 0 k.1 with hk | hk
    · exact hpos k hk
    · have h := hpos (mirror k) (by change 0 ≤ -k.1; omega)
      have h' : s * v.1 k = 0 := (h2 k).symm.trans h
      exact (mul_eq_zero.1 h').resolve_left (fun h' => by simp [h'] at hs)
  -- any amplitudes on the ladder extend by reflection
  have surj : Function.Surjective φ := by
    intro f
    let g : ℕ → ℂ := fun j => if h : j < m then f ⟨j, h⟩ else 0
    let w : Idx J → ℂ := fun k => if k.1 % 2 = p ∧ c ≤ k.1.natAbs then
      (if 0 ≤ k.1 then 1 else s) * g ((k.1.natAbs - c) / 2) else 0
    have hw : w ∈ wangSpace J p s := by
      refine ⟨fun k hk => if_neg fun h => hk h.1, fun k => ?_⟩
      dsimp only [w, mirror]
      rw [Int.natAbs_neg]
      by_cases h : k.1 % 2 = p ∧ c ≤ k.1.natAbs
      · rw [if_pos h, if_pos (show (-k.1) % 2 = p ∧ c ≤ k.1.natAbs from ⟨by omega, h.2⟩)]
        rcases lt_trichotomy k.1 0 with hk | hk | hk
        · rw [if_pos (show 0 ≤ -k.1 by omega), if_neg (show ¬ 0 ≤ k.1 by omega),
            ← mul_assoc s s, hs]
        · have hs1 : s = 1 := h0 (by omega)
          simp [hs1]
        · rw [if_neg (show ¬ 0 ≤ -k.1 by omega), if_pos (show 0 ≤ k.1 by omega), one_mul]
      · rw [if_neg h, if_neg (show ¬ ((-k.1) % 2 = p ∧ c ≤ k.1.natAbs) from
          fun h' => h ⟨by omega, h'.2⟩), mul_zero]
    refine ⟨⟨w, hw⟩, funext fun i => ?_⟩
    change w (idx i) = f i
    have e : (2 * (i.1 : ℤ) + c).natAbs = 2 * i.1 + c := by omega
    have e2 : (2 * i.1 + c - c) / 2 = i.1 := by omega
    dsimp only [w, idx]
    rw [if_pos (show (2 * (i.1 : ℤ) + c) % 2 = p ∧ c ≤ (2 * (i.1 : ℤ) + c).natAbs from
      ⟨by omega, by omega⟩), if_pos (show 0 ≤ 2 * (i.1 : ℤ) + c by omega), e, e2, one_mul]
    exact dif_pos i.2
  exact (LinearEquiv.ofBijective φ ⟨inj, surj⟩).finrank_eq.trans (Module.finrank_fin_fun ℂ)
```

The second lemma inserts $c=0,2,1,1$.

```lean
/-- Dimensions of the four spaces for any `J` (with integer division), in the order
even `+`, even `-`, odd `+`, odd `-`. -/
theorem finrank_wangSpace (J : ℕ) :
    Module.finrank ℂ (wangSpace J 0 1) = J / 2 + 1 ∧
    Module.finrank ℂ (wangSpace J 0 (-1)) = J / 2 ∧
    Module.finrank ℂ (wangSpace J 1 1) = (J + 1) / 2 ∧
    Module.finrank ℂ (wangSpace J 1 (-1)) = (J + 1) / 2 := by
  have ho : ∀ s : ℂ, ∀ v ∈ wangSpace J 1 s, ∀ k : Idx J, k.1.natAbs < 1 → v k = 0 := by
    rintro s v ⟨h1, -⟩ k hk
    exact h1 k (by omega)
  refine ⟨finrank_of_ladder (c := 0) (by norm_num) (by norm_num) (fun i => by omega)
      (fun _ => rfl) (fun v _ k hk => absurd hk (Nat.not_lt_zero _)),
    finrank_of_ladder (c := 2) (by norm_num) (by norm_num) (fun i => by omega)
      (by norm_num) ?_,
    finrank_of_ladder (c := 1) (by norm_num) (by norm_num) (fun i => by omega)
      (by norm_num) (ho 1),
    finrank_of_ladder (c := 1) (by norm_num) (by norm_num) (fun i => by omega)
      (by norm_num) (ho (-1))⟩
  -- an antisymmetric vector has no amplitude at k = 0
  rintro v ⟨h1, h2⟩ k hk
  by_cases h : k.1 = 0
  · have e : mirror k = k := Subtype.ext (by change -k.1 = k.1; omega)
    have h3 := h2 k
    rw [e] at h3
    linear_combination h3 / 2
  · exact h1 k (by omega)
```

Q: What does the main theorem add?

A: It sets $J=2n$ and assumes couplings only at $k-l=0,\pm2$, which rules out odd differences. The dimensions become $n+1,n,n,n$. At $n=0$ they are $1,0,0,0$: the single state $k=0$. At $n=1$ a $5\times5$ problem becomes one $2\times2$ block and three single levels.

```lean
/-- For `J = 2n`, a reflection-symmetric matrix coupling only `k - l = 0, 2, -2` preserves
the spaces of fixed parity and reflection sign, whose dimensions are `n + 1, n, n, n`. -/
theorem wang_factorization (n : ℕ) (H : Matrix (Idx (2 * n)) (Idx (2 * n)) ℂ)
    (hrefl : ∀ k l, H (mirror k) (mirror l) = H k l)
    (hsel : ∀ k l, k.1 - l.1 ≠ 0 → k.1 - l.1 ≠ 2 → k.1 - l.1 ≠ -2 → H k l = 0) :
    (∀ p s, ∀ v ∈ wangSpace (2 * n) p s, H *ᵥ v ∈ wangSpace (2 * n) p s) ∧
    Module.finrank ℂ (wangSpace (2 * n) 0 1) = n + 1 ∧
    Module.finrank ℂ (wangSpace (2 * n) 0 (-1)) = n ∧
    Module.finrank ℂ (wangSpace (2 * n) 1 1) = n ∧
    Module.finrank ℂ (wangSpace (2 * n) 1 (-1)) = n := by
  have hH : WangSymmetric H :=
    ⟨hrefl, fun k l h => hsel k l (by omega) (by omega) (by omega)⟩
  have hd := finrank_wangSpace (2 * n)
  rw [show 2 * n / 2 = n by omega, show (2 * n + 1) / 2 = n by omega] at hd
  exact ⟨fun p s v hv => mulVec_mem hH p s hv, hd⟩
```

Q: Invariant spaces could still miss part of the level.

A: They don't: split $v$ into its even-$k$ and odd-$k$ parts, then each part into $\tfrac12[v(k)\pm v(-k)]$. That short argument is mine, as the file states invariance and dimensions but no direct-sum decomposition.

Q: The main theorem's restriction to $k-l=0,\pm2$ is a special case. Are the two conditions in `WangSymmetric` themselves stronger than necessary?

A: No, they are equivalent to invariance of all four spaces. Apply $H$ to the unnormalised $e_l+s\,e_{-l}$, whose image has components $H(k,l)+sH(k,-l)$. Reflection behaviour for $s=\pm1$ gives

$$H(-k,l)\pm H(-k,-l)=\pm H(k,l)+H(k,-l).$$

Subtracting the two equations yields $H(-k,-l)=H(k,l)$. For odd $k-l$ the components $H(k,l)\pm H(k,-l)$ vanish, and adding them gives $H(k,l)=0$.

```lean
/-- A matrix preserves all four spaces exactly when it is reflection symmetric and
does not couple even with odd projections. -/
theorem wangSymmetric_iff (H : Matrix (Idx J) (Idx J) ℂ) :
    WangSymmetric H ↔ ∀ p ∈ ({0, 1} : Set ℤ), ∀ s ∈ ({1, -1} : Set ℂ),
      ∀ v ∈ wangSpace J p s, H *ᵥ v ∈ wangSpace J p s := by
  refine ⟨fun hH p _ s _ v hv => mulVec_mem hH p s hv, fun h => ?_⟩
  -- apply H to the symmetrised basis vectors
  have key : ∀ l : Idx J, ∀ s ∈ ({1, -1} : Set ℂ),
      (fun k => H k l + s * H k (mirror l)) ∈ wangSpace J (l.1 % 2) s := by
    intro l s hs
    have hss : s * s = 1 := by rcases hs with rfl | rfl <;> norm_num
    have hm : (Pi.single l 1 + s • Pi.single (mirror l) 1 : Idx J → ℂ) ∈
        wangSpace J (l.1 % 2) s := by
      refine ⟨fun k hk => ?_, fun k => ?_⟩
      · have a : k ≠ l := by
          rintro rfl
          exact hk rfl
        have b : k ≠ mirror l := by
          rintro rfl
          apply hk
          change (-l.1) % 2 = l.1 % 2
          omega
        simp [a, b]
      · have a : mirror k = l ↔ k = mirror l :=
          ⟨fun e => by rw [← e, mirror_mirror k], fun e => by rw [e, mirror_mirror l]⟩
        have b : mirror k = mirror l ↔ k = l := mirror_mirror.injective.eq_iff
        simp only [Pi.add_apply, Pi.smul_apply, Pi.single_apply, smul_eq_mul, a, b]
        split_ifs <;> first | ring1 | linear_combination -hss
    have hp : l.1 % 2 ∈ ({0, 1} : Set ℤ) := by
      rcases Int.emod_two_eq_zero_or_one l.1 with e | e <;> rw [e] <;> simp
    have h3 := h _ hp s hs _ hm
    convert h3 using 1
    ext k
    simp [Matrix.mulVec_add, Matrix.mulVec_smul]
  refine ⟨fun k l => ?_, fun k l hkl => ?_⟩
  · obtain ⟨-, p2⟩ := key l 1 (by simp)
    obtain ⟨-, m2⟩ := key l (-1) (by simp)
    have a : H (mirror k) l + 1 * H (mirror k) (mirror l)
        = 1 * (H k l + 1 * H k (mirror l)) := p2 k
    have b : H (mirror k) l + -1 * H (mirror k) (mirror l)
        = -1 * (H k l + -1 * H k (mirror l)) := m2 k
    linear_combination (a - b) / 2
  · obtain ⟨p1, -⟩ := key l 1 (by simp)
    obtain ⟨m1, -⟩ := key l (-1) (by simp)
    have a : H k l + 1 * H k (mirror l) = 0 := p1 k (by omega)
    have b : H k l + -1 * H k (mirror l) = 0 := m1 k (by omega)
    linear_combination (a + b) / 2
```

Q: So far $H$ is any matrix. Where is my molecule?

A: It enters as $AJ_a^2+BJ_b^2+CJ_c^2$, where $A=\hbar^2/(2I_a)$ with $I_a$ the principal moment of inertia about $a$, and likewise for $B$ and $C$. The usual matrix elements of $J_a,J_b,J_c$, in units of $\hbar$, are taken as definitions; the commutation relations are not derived. The body-fixed sign convention would reverse $J_c$, which leaves its square alone.

```lean
/-- Angular momentum along the quantisation axis `a`, in units of `ℏ`. -/
def angA (J : ℕ) : Matrix (Idx J) (Idx J) ℂ := fun k l => if k = l then (k.1 : ℂ) else 0

/-- Angular momentum along the axis `b`, with real matrix elements. -/
def angB (J : ℕ) : Matrix (Idx J) (Idx J) ℂ := fun k l =>
  if (k.1 - l.1).natAbs = 1 then
    ((Real.sqrt (J * (J + 1) - (k.1 : ℝ) * (l.1 : ℝ)) : ℝ) : ℂ) / 2 else 0

/-- Angular momentum along the axis `c`, with imaginary matrix elements. -/
def angC (J : ℕ) : Matrix (Idx J) (Idx J) ℂ := fun k l =>
  if (k.1 - l.1).natAbs = 1 then -(Complex.I / 2) * ((k.1 : ℂ) - (l.1 : ℂ)) *
    ((Real.sqrt (J * (J + 1) - (k.1 : ℝ) * (l.1 : ℝ)) : ℝ) : ℂ) else 0

/-- The rigid asymmetric top with rotational constants `A`, `B`, `C`. -/
def asymmetricTop (J : ℕ) (A B C : ℝ) : Matrix (Idx J) (Idx J) ℂ :=
  (A : ℂ) • (angA J * angA J) + (B : ℂ) • (angB J * angB J) + (C : ℂ) • (angC J * angC J)
```

Q: Why does this operator meet the conditions?

A: Each component satisfies $X(-k,-l)=\varepsilon X(k,l)$, with $\varepsilon=-1,1,-1$ for $a,b,c$. Hence

$$X^2(-k,-l)=\sum_m X(-k,-m)X(-m,-l)=\varepsilon^2X^2(k,l)=X^2(k,l).$$

$J_a$ leaves $k$ alone and $J_b,J_c$ change it by one, so applying the same component twice changes it by an even number.

```lean
/-- The square of an operator that is even or odd under reflection, and changes `k` by
a fixed parity, has both symmetries. -/
theorem wangSymmetric_sq {X : Matrix (Idx J) (Idx J) ℂ} {ε : ℂ} {q : ℤ} (hε : ε * ε = 1)
    (h1 : ∀ k l, X (mirror k) (mirror l) = ε * X k l)
    (h2 : ∀ k l, (k.1 - l.1) % 2 ≠ q → X k l = 0) : WangSymmetric (X * X) := by
  refine ⟨fun k l => ?_, fun k l hkl => ?_⟩
  · rw [Matrix.mul_apply, Matrix.mul_apply]
    refine (Equiv.sum_comp mirror_mirror.toPerm
      (fun m => X (mirror k) m * X m (mirror l))).symm.trans
      (Finset.sum_congr rfl fun m _ => ?_)
    change X (mirror k) (mirror m) * X (mirror m) (mirror l) = X k m * X m l
    rw [h1, h1]
    linear_combination X k m * X m l * hε
  · rw [Matrix.mul_apply]
    refine Finset.sum_eq_zero fun m _ => ?_
    by_cases hm : (k.1 - m.1) % 2 = q
    · rw [h2 m l (by omega), mul_zero]
    · rw [h2 k m hm, zero_mul]
```

The last theorem checks the three components and adds their squares, for every $J$ and all real $A,B,C$. With `mulVec_mem`, this lets one diagonalise a rigid top's Hamiltonian at fixed $J$ block by block; vibration and coupling between different $J$ are absent from the model.

```lean
/-- The rigid asymmetric top has both symmetries for every `J` and all rotational
constants. -/
theorem asymmetricTop_wangSymmetric (J : ℕ) (A B C : ℝ) :
    WangSymmetric (asymmetricTop J A B C) := by
  have e : ∀ k l : Idx J, (-k.1 - -l.1).natAbs = (k.1 - l.1).natAbs := fun k l => by omega
  have a : WangSymmetric (angA J * angA J) := by
    refine wangSymmetric_sq (ε := -1) (q := 0) (by norm_num) (fun k l => ?_) (fun k l h => ?_)
    · by_cases hkl : k = l
      · subst hkl
        simp [angA, mirror]
      · have h' : mirror k ≠ mirror l := fun h => hkl (mirror_mirror.injective h)
        simp [angA, hkl, h']
    · exact if_neg (fun hkl => h (by simp [hkl]))
  have b : WangSymmetric (angB J * angB J) := by
    refine wangSymmetric_sq (ε := 1) (q := 1) (by norm_num) (fun k l => ?_) (fun k l h => ?_)
    · simp only [angB, mirror, e, Int.cast_neg, neg_mul_neg, one_mul]
    · exact if_neg (by omega)
  have c : WangSymmetric (angC J * angC J) := by
    refine wangSymmetric_sq (ε := -1) (q := 1) (by norm_num) (fun k l => ?_) (fun k l h => ?_)
    · simp only [angC, mirror, e, Int.cast_neg, neg_mul_neg]
      split_ifs <;> ring
    · exact if_neg (by omega)
  refine ⟨fun k l => ?_, fun k l h => ?_⟩
  · simp only [asymmetricTop, Matrix.add_apply, Matrix.smul_apply, a.1, b.1, c.1]
  · simp only [asymmetricTop, Matrix.add_apply, Matrix.smul_apply, a.2 k l h, b.2 k l h,
      c.2 k l h, smul_zero, add_zero]

end WangFactorization
```

```lean
#print axioms WangFactorization.wang_factorization
-- 'WangFactorization.wang_factorization' depends on axioms: [propext, Classical.choice, Quot.sound]
#print axioms WangFactorization.wangSymmetric_iff
-- 'WangFactorization.wangSymmetric_iff' depends on axioms: [propext, Classical.choice, Quot.sound]
#print axioms WangFactorization.asymmetricTop_wangSymmetric
-- 'WangFactorization.asymmetricTop_wangSymmetric' depends on axioms: [propext, Classical.choice, Quot.sound]
```
